# An open-chain charge cutoff lowers the quasiparticle weight of the noninteracting slave rotor below one

When a rotor is restricted to the charges l = −M, …, M, a rule is needed for what e^{iθ}, which raises the charge by one, does to the highest charge. Here it annihilates that state, so the charges form an open chain.

```lean
import Mathlib

open Finset Filter Topology
open scoped Real ComplexConjugate

namespace SlaveRotorCutoff

noncomputable section
```

Amplitudes are indexed by j = l + M, with j = 0, …, 2M. In Lean they are functions on ℕ, of which only these values are used. For real amplitudes a, the total probability and the hopping sum are

P(a) = ∑_{j=0}^{2M} a_j²

H(a) = ∑_{j=0}^{2M−1} a_j a_{j+1}

```lean
/-- Total probability of real amplitudes; `a j` belongs to the charge `j - M`, `j = 0, ..., 2M`. -/
def prob (M : ℕ) (a : ℕ → ℝ) : ℝ := ∑ j ∈ range (2 * M + 1), a j ^ 2

/-- Sum of the products of real amplitudes on neighbouring charges between `-M` and `M`. -/
def hop (M : ℕ) (a : ℕ → ℝ) : ℝ := ∑ j ∈ range (2 * M), a j * a (j + 1)
```

For a complex state ψ, the expectation value of e^{iθ} is

R(ψ) = ∑_{j=0}^{2M−1} ψ_{j+1}* ψ_j

and the quasiparticle weight is |R(ψ)|², as in slave-rotor mean-field theory.

```lean
/-- Expectation value of the truncated rotor operator `e^{iθ}`, which raises the charge by one. -/
def raising (M : ℕ) (ψ : ℕ → ℂ) : ℂ := ∑ j ∈ range (2 * M), conj (ψ (j + 1)) * ψ j

/-- The quasiparticle weight `|⟨e^{iθ}⟩|²` of a rotor state. -/
def weight (M : ℕ) (ψ : ℕ → ℂ) : ℝ := ‖raising M ψ‖ ^ 2
```

The Hamiltonian is −K(e^{iθ} + e^{−iθ}), with energy E(ψ) = −2K Re R(ψ). The constant K > 0 stands for the mean-field kinetic amplitude that drives charge fluctuations. It is given, not determined self-consistently. There is no charging energy and no term linear in the charge, such as the Lagrange multiplier of the charge constraint would add. A ground state is defined variationally, as a normalised state of least energy, so its weight has to be derived.

```lean
/-- Energy of the noninteracting rotor, the expectation value of `-K (e^{iθ} + e^{-iθ})`. -/
def energy (M : ℕ) (K : ℝ) (ψ : ℕ → ℂ) : ℝ := -2 * K * (raising M ψ).re

/-- A ground state is a normalised state with the least energy among normalised states. -/
def IsGroundState (M : ℕ) (K : ℝ) (ψ : ℕ → ℂ) : Prop :=
  prob M (fun j => ‖ψ j‖) = 1 ∧
    ∀ φ : ℕ → ℂ, prob M (fun j => ‖φ j‖) = 1 → energy M K ψ ≤ energy M K φ
```

Let α = π/(2M+2). The trial state is the standing wave s_j = sin((j+1)α), which equals cos(lα) in terms of the charge. Its normalised form is w_j = s_j/√P(s). In the code, s is `mode M` and w is `wave M`.

```lean
/-- The standing wave `sin((j+1)π/(2M+2))` in charge space, not normalised. -/
def mode (M j : ℕ) : ℝ := Real.sin ((j + 1) * (π / (2 * M + 2)))

/-- The standing wave divided by its norm. -/
def wave (M j : ℕ) : ℝ := mode M j / Real.sqrt (prob M (mode M))
```

## (a) The hopping equation

Write c = cos α. Show that the standing wave satisfies, for every k ≥ 0,

s_1 = 2c s_0,  s_{k+2} + s_k = 2c s_{k+1},  s_{2M+1} = 0.

**Solution.** The first equation is sin 2α = 2 sin α cos α. For the second, put β = (k+2)α and add the expansions of sin(β+α) and sin(β−α); the result is 2 cos α sin β. For the third, (2M+2)α = π and sin π = 0.

The Lean proof uses the same identities, with `generalize` replacing the quotient α by a single letter.

```lean
/-- The standing wave solves the hopping equation with eigenvalue `2 cos(π/(2M+2))`, and it
vanishes one step above the highest charge. -/
theorem mode_spec (M : ℕ) :
    mode M 1 = 2 * Real.cos (π / (2 * M + 2)) * mode M 0 ∧
    (∀ k, mode M (k + 1 + 1) + mode M k = 2 * Real.cos (π / (2 * M + 2)) * mode M (k + 1)) ∧
    mode M (2 * M + 1) = 0 := by
  refine ⟨?_, fun k => ?_, ?_⟩
  · simp only [mode, Nat.cast_one, Nat.cast_zero, zero_add, one_mul]
    generalize π / (2 * (M : ℝ) + 2) = t
    rw [show (1 + 1 : ℝ) * t = 2 * t by ring, Real.sin_two_mul]
    ring
  · simp only [mode, Nat.cast_add, Nat.cast_one]
    generalize π / (2 * (M : ℝ) + 2) = t
    rw [show ((k : ℝ) + 1 + 1 + 1) * t = (k + 1 + 1) * t + t by ring,
      show ((k : ℝ) + 1) * t = (k + 1 + 1) * t - t by ring, Real.sin_add, Real.sin_sub]
    ring
  · have hD : (2 * M + 2 : ℝ) ≠ 0 := by positivity
    have h : (((2 * M + 1 : ℕ) : ℝ) + 1) * (π / (2 * M + 2)) = π := by
      rw [← mul_div_assoc, div_eq_iff hD]
      push_cast
      ring
    rw [mode, h, Real.sin_pi]
```

## (b) Positivity on the allowed charges

Show that

s_j > 0 for 0 ≤ j ≤ 2M.

**Solution.** The angle obeys 0 < (j+1)α ≤ (2M+1)α < π, and the sine is positive between 0 and π.

```lean
/-- The standing wave is positive on all allowed charges. -/
theorem mode_pos (M j : ℕ) (hj : j ≤ 2 * M) : 0 < mode M j := by
  have hD : (0 : ℝ) < 2 * M + 2 := by positivity
  have hj' : (j : ℝ) ≤ 2 * M := by exact_mod_cast hj
  have p := mul_pos Real.pi_pos (show (0 : ℝ) < 2 * M + 1 - j by linarith)
  unfold mode
  apply Real.sin_pos_of_pos_of_lt_pi
  · positivity
  · rw [← mul_div_assoc, div_lt_iff₀ hD]
    linarith
```

## (c) An upper bound on the hopping sum

Show that all real amplitudes satisfy

H(a) ≤ c P(a).

**Solution.** If uv = 1 and v ≥ 0, then

u x² + v y² − 2xy = v(ux − y)² ≥ 0.

On the bond between k and k+1 take u = s_{k+1}/s_k and v = s_k/s_{k+1}, which are positive by (b). This gives

2a_k a_{k+1} ≤ (s_{k+1}/s_k) a_k² + (s_k/s_{k+1}) a_{k+1}².

Now prove by induction, for 0 ≤ n ≤ 2M,

2 ∑_{j<n} a_j a_{j+1} + (s_{n+1}/s_n) a_n² ≤ 2c ∑_{j≤n} a_j².

At n = 0 this is an equality, because s_1/s_0 = 2c. Going from k to k+1 adds to the left side

2a_k a_{k+1} + (s_{k+2}/s_{k+1}) a_{k+1}² − (s_{k+1}/s_k) a_k².

By (a), s_{k+2}/s_{k+1} = 2c − s_k/s_{k+1}. The bond inequality then bounds the added amount by 2c a_{k+1}², which is what the right side gains. At n = 2M the boundary term vanishes, since s_{2M+1} = 0, and division by 2 gives the claim.

In the code, `amgm` is the bond inequality and `h` is the induction.

```lean
/-- The hopping sum is at most `cos(π/(2M+2))` times the total probability. -/
theorem hop_le (M : ℕ) (a : ℕ → ℝ) : hop M a ≤ Real.cos (π / (2 * M + 2)) * prob M a := by
  obtain ⟨h0, hrec, hend⟩ := mode_spec M
  -- weighted arithmetic-geometric inequality on one bond
  have amgm : ∀ u v x y : ℝ, 0 ≤ v → u * v = 1 → 2 * (x * y) ≤ u * x ^ 2 + v * y ^ 2 := by
    intro u v x y hv huv
    have h1 := mul_nonneg hv (sq_nonneg (u * x - y))
    have h2 : u * x ^ 2 + v * y ^ 2 - 2 * (x * y) = v * (u * x - y) ^ 2 := by
      linear_combination (-(u * x ^ 2 - 2 * x * y)) * huv
    linarith
  -- add the bonds one after the other
  have h : ∀ n ≤ 2 * M, 2 * ∑ j ∈ range n, a j * a (j + 1)
      + mode M (n + 1) / mode M n * a n ^ 2
      ≤ 2 * Real.cos (π / (2 * M + 2)) * ∑ j ∈ range (n + 1), a j ^ 2 := by
    intro n
    induction n with
    | zero =>
      intro hn
      have e := (div_eq_iff (mode_pos M 0 hn).ne').2 h0
      simp only [sum_range_zero, zero_add, sum_range_one, e, mul_zero, le_refl]
    | succ k ih =>
      intro hn
      have ih' := ih (by omega)
      have hp := mode_pos M k (by omega)
      have hq := mode_pos M (k + 1) hn
      have e : mode M (k + 1 + 1) / mode M (k + 1)
          = 2 * Real.cos (π / (2 * M + 2)) - mode M k / mode M (k + 1) := by
        rw [eq_sub_iff_add_eq, ← add_div, hrec, mul_div_assoc, div_self hq.ne', mul_one]
      have huv : mode M (k + 1) / mode M k * (mode M k / mode M (k + 1)) = 1 := by
        rw [div_mul_div_cancel₀ hp.ne', div_self hq.ne']
      have key := amgm _ _ (a k) (a (k + 1)) (div_pos hp hq).le huv
      rw [sum_range_succ (fun j => a j * a (j + 1)) k,
        sum_range_succ (fun j => a j ^ 2) (k + 1), e]
      linarith
  have h' := h (2 * M) le_rfl
  rw [hend, zero_div, zero_mul, add_zero] at h'
  unfold hop prob
  linarith
```

## (d) The standing wave reaches the bound

Show that

P(w) = 1 and H(w) = c.

**Solution.** The induction of (c) now runs with equality:

2 ∑_{j<n} s_j s_{j+1} + s_{n+1} s_n = 2c ∑_{j≤n} s_j².

At n = 0 this is s_0 times the first equation of (a). Going from k to k+1 adds s_{k+1}(s_{k+2} + s_k) = 2c s_{k+1}² to both sides. At n = 2M it reads H(s) = c P(s). By (b), P(s) > 0, and dividing by it gives both claims.

```lean
/-- The normalised standing wave is a unit vector with hopping sum `cos(π/(2M+2))`. -/
theorem wave_spec (M : ℕ) :
    prob M (wave M) = 1 ∧ hop M (wave M) = Real.cos (π / (2 * M + 2)) := by
  obtain ⟨h0, hrec, hend⟩ := mode_spec M
  have hN : 0 < prob M (mode M) := by
    apply sum_pos
    · intro j hj
      have := Finset.mem_range.1 hj
      exact pow_pos (mode_pos M j (by omega)) 2
    · exact ⟨0, Finset.mem_range.2 (by omega)⟩
  -- the hopping equation, multiplied by the wave and summed
  have h : ∀ n, 2 * ∑ j ∈ range n, mode M j * mode M (j + 1) + mode M (n + 1) * mode M n
      = 2 * Real.cos (π / (2 * M + 2)) * ∑ j ∈ range (n + 1), mode M j ^ 2 := by
    intro n
    induction n with
    | zero =>
      simp only [sum_range_zero, zero_add, sum_range_one]
      linear_combination mode M 0 * h0
    | succ k ih =>
      rw [sum_range_succ (fun j => mode M j * mode M (j + 1)) k,
        sum_range_succ (fun j => mode M j ^ 2) (k + 1)]
      linear_combination ih + mode M (k + 1) * hrec k
  have hm : hop M (mode M) = Real.cos (π / (2 * M + 2)) * prob M (mode M) := by
    have h' := h (2 * M)
    rw [hend, zero_mul, add_zero] at h'
    unfold hop prob
    linarith
  constructor
  · have e : prob M (wave M) = prob M (mode M) / prob M (mode M) := by
      conv_rhs => rw [prob, sum_div]
      exact sum_congr rfl fun j _ => by rw [wave, div_pow, Real.sq_sqrt hN.le, prob]
    rw [e, div_self hN.ne']
  · have e : hop M (wave M) = hop M (mode M) / prob M (mode M) := by
      rw [hop, hop, sum_div]
      exact sum_congr rfl fun j _ => by
        rw [wave, wave, div_mul_div_comm, Real.mul_self_sqrt hN.le]
    rw [e, hm, mul_div_assoc, div_self hN.ne', mul_one]
```

## (e) The maximum over real unit vectors

Show that

max { H(ψ) : ψ real, P(ψ) = 1 } = cos(π/(2M+2)).

**Solution.** Part (c) with P(ψ) = 1 gives the upper bound, and w from (d) attains it. These are the two halves of `IsGreatest`. The statement includes M = 0, where there are no bonds and both sides are zero.

```lean
/-- The maximum of the hopping sum over real unit vectors on the charges `-M, ..., M`
is `cos(π/(2M+2))`. -/
theorem isGreatest_hop (M : ℕ) :
    IsGreatest {x | ∃ ψ : ℕ → ℝ, prob M ψ = 1 ∧ hop M ψ = x} (Real.cos (π / (2 * M + 2))) := by
  refine ⟨⟨wave M, wave_spec M⟩, ?_⟩
  rintro x ⟨ψ, hψ, rfl⟩
  simpa only [hψ, mul_one] using hop_le M ψ
```

## (f) Complex states

Show that every normalised complex state satisfies

|R(ψ)| ≤ c.

**Solution.** By the triangle inequality, |R(ψ)| ≤ ∑_{j=0}^{2M−1} |ψ_j| |ψ_{j+1}|. The right side is the hopping sum of the real unit vector |ψ_j|, so (c) applies.

```lean
/-- For a normalised complex state, `|⟨e^{iθ}⟩|` is at most `cos(π/(2M+2))`. -/
theorem norm_raising_le (M : ℕ) (ψ : ℕ → ℂ) (hψ : prob M (fun j => ‖ψ j‖) = 1) :
    ‖raising M ψ‖ ≤ Real.cos (π / (2 * M + 2)) := by
  have h1 : ‖raising M ψ‖ ≤ hop M (fun j => ‖ψ j‖) := by
    refine (norm_sum_le _ _).trans (le_of_eq ?_)
    exact sum_congr rfl fun j _ => by rw [norm_mul, RCLike.norm_conj, mul_comm]
  have h2 := hop_le M (fun j => ‖ψ j‖)
  rw [hψ, mul_one] at h2
  exact h1.trans h2
```

## (g) A ground state and its energy

Show that for K > 0 the state w is a ground state, with

E(w) = −2Kc.

**Solution.** Since w is real, R(w) = H(w) = c, which gives the energy. Any normalised φ has Re R(φ) ≤ |R(φ)| ≤ c by (f), hence E(φ) ≥ −2Kc.

```lean
/-- For `K > 0` the normalised standing wave is a ground state of the noninteracting truncated
rotor, with energy `-2K cos(π/(2M+2))`. -/
theorem wave_isGroundState (M : ℕ) {K : ℝ} (hK : 0 < K) :
    IsGroundState M K (fun j => (wave M j : ℂ)) ∧
      energy M K (fun j => (wave M j : ℂ)) = -2 * K * Real.cos (π / (2 * M + 2)) := by
  obtain ⟨h1, h2⟩ := wave_spec M
  have hn : prob M (fun j => ‖(wave M j : ℂ)‖) = 1 := by
    rw [← h1]
    exact sum_congr rfl fun j _ => by simp only [Complex.norm_real, Real.norm_eq_abs, sq_abs]
  have hr : raising M (fun j => (wave M j : ℂ)) = (hop M (wave M) : ℝ) := by
    rw [hop, Complex.ofReal_sum]
    exact sum_congr rfl fun j _ => by rw [Complex.conj_ofReal, Complex.ofReal_mul, mul_comm]
  have he : energy M K (fun j => (wave M j : ℂ)) = -2 * K * Real.cos (π / (2 * M + 2)) := by
    rw [energy, hr, Complex.ofReal_re, h2]
  refine ⟨⟨hn, fun φ hφ => ?_⟩, he⟩
  have h3 := (Complex.re_le_norm (raising M φ)).trans (norm_raising_le M φ hφ)
  have h4 := mul_le_mul_of_nonneg_left h3 hK.le
  rw [he, energy]
  linarith
```

## (h) The weight of every ground state

Show that for K > 0 every ground state ψ has

|R(ψ)|² = cos²(π/(2M+2)).

**Solution.** The energy of ψ is no higher than that of w, so −2K Re R(ψ) ≤ −2Kc, and therefore c ≤ Re R(ψ). With (f),

c ≤ Re R(ψ) ≤ |R(ψ)| ≤ c.

All terms are equal, so |R(ψ)| = c. Uniqueness of the ground state is not needed.

```lean
/-- For `K > 0` every ground state of the noninteracting truncated rotor has quasiparticle
weight `cos²(π/(2M+2))`. -/
theorem groundState_weight (M : ℕ) {K : ℝ} (hK : 0 < K) (ψ : ℕ → ℂ)
    (hψ : IsGroundState M K ψ) : weight M ψ = Real.cos (π / (2 * M + 2)) ^ 2 := by
  -- compare the energy with that of the standing wave
  obtain ⟨hg, he⟩ := wave_isGroundState M hK
  have h3 := hψ.2 _ hg.1
  rw [he, energy] at h3
  have h4 : Real.cos (π / (2 * M + 2)) ≤ (raising M ψ).re :=
    le_of_mul_le_mul_left (by linarith) hK
  rw [weight, le_antisymm (norm_raising_le M ψ hψ.1) (h4.trans (Complex.re_le_norm _))]
```

## (i) The smallest nontrivial cutoff and the limit

For fixed K > 0, choose a ground state ψ_M at each cutoff. Show that

|R(ψ_1)|² = 1/2 and |R(ψ_M)|² → 1 as M → ∞.

**Solution.** At M = 1 the angle is π/4, and cos²(π/4) = 1/2. As M grows, π/(2M+2) → 0, and continuity of the cosine gives the limit.

In a slave-rotor mean-field code that truncates e^{iθ} as here, with the highest charge annihilated, the cutoff alone lowers the weight from one to cos²(π/(2M+2)) for a single rotor with fixed K > 0, no charging energy and no term linear in the charge. A code that instead sends the highest charge to the lowest is not covered by this result.

```lean
/-- For `K > 0` the quasiparticle weight of noninteracting ground states is `1/2` at the cutoff
`M = 1` and tends to one as `M` grows. -/
theorem weight_one_and_limit {K : ℝ} (hK : 0 < K) (ψ : ℕ → ℕ → ℂ)
    (hψ : ∀ M, IsGroundState M K (ψ M)) :
    weight 1 (ψ 1) = 1 / 2 ∧ Tendsto (fun M => weight M (ψ M)) atTop (𝓝 1) := by
  constructor
  · rw [groundState_weight 1 hK _ (hψ 1),
      show π / (2 * ((1 : ℕ) : ℝ) + 2) = π / 4 by norm_num, Real.cos_pi_div_four, div_pow,
      Real.sq_sqrt (by norm_num)]
    norm_num
  · have h1 : Tendsto (fun M : ℕ => 2 * (M : ℝ) + 2) atTop atTop :=
      tendsto_atTop_add_const_right _ _
        (Tendsto.const_mul_atTop two_pos tendsto_natCast_atTop_atTop)
    have h2 : Tendsto (fun M : ℕ => π / (2 * (M : ℝ) + 2)) atTop (𝓝 0) :=
      Tendsto.div_atTop tendsto_const_nhds h1
    have h3 := ((Real.continuous_cos.tendsto 0).comp h2).pow 2
    rw [Real.cos_zero, one_pow] at h3
    exact h3.congr fun M => (groundState_weight M hK (ψ M) (hψ M)).symm

end

end SlaveRotorCutoff
```

```lean
#print axioms SlaveRotorCutoff.isGreatest_hop
#print axioms SlaveRotorCutoff.weight_one_and_limit
```

```
'SlaveRotorCutoff.isGreatest_hop' depends on axioms: [propext, Classical.choice, Quot.sound]
'SlaveRotorCutoff.weight_one_and_limit' depends on axioms: [propext, Classical.choice, Quot.sound]
```
